# The exponential of a finite complex matrix that squares to zero is the identity plus the matrix

The lemma `exp_of_sq_zero` states that if a complex square matrix `A` of size n + 1 satisfies A² = 0, then exp(A) = 1 + A. In physical terms, the exponential of a linear operator on a finite-dimensional complex state space stops at first order when applying the operator twice always gives zero. The attempt writes the exponential as a power series, shows that every term of order two or higher vanishes, and sums the two terms that remain.

The first attempt, which Lean rejects:

```lean
import Mathlib

open Matrix Polynomial

namespace CoupledClusterJacobian

noncomputable section

variable {n : ℕ}

variable {H T : Matrix (Fin (n + 1)) (Fin (n + 1)) ℂ}
  {τ : Fin n → Matrix (Fin (n + 1)) (Fin (n + 1)) ℂ} {E : ℂ}

private lemma exp_of_sq_zero (A : Matrix (Fin (n + 1)) (Fin (n + 1)) ℂ) (hA : A ^ 2 = 0) :
    NormedSpace.exp A = 1 + A := by
  have hz : ∀ k ∉ Finset.range 2, ((k.factorial : ℂ)⁻¹) • A ^ k = 0 := fun k hk => by
    have h2 : 2 ≤ k := by simpa using hk
    rw [pow_eq_zero_of_le h2 hA, smul_zero]
  rw [NormedSpace.exp_eq_tsum ℂ]
  exact (tsum_eq_sum hz).trans (by simp [Finset.sum_range_succ])

end

end CoupledClusterJacobian
```

The compiler's answer:

```
Main.lean:17:26: error: Type mismatch: After simplification, term
  hk
 has type
  1 < k
but is expected to have type
  2 ≤ k
```

The repair, with which the file compiles:

```diff
@@ -15,5 +15,5 @@
     NormedSpace.exp A = 1 + A := by
   have hz : ∀ k ∉ Finset.range 2, ((k.factorial : ℂ)⁻¹) • A ^ k = 0 := fun k hk => by
-    have h2 : 2 ≤ k := by simpa using hk
+    have h2 : 2 ≤ k := not_lt.mp fun h => hk (Finset.mem_range.mpr h)
     rw [pow_eq_zero_of_le h2 hA, smul_zero]
   rw [NormedSpace.exp_eq_tsum ℂ]
```

Diagnosis. The one error is in the step that derives `2 ≤ k` from `hk`, the hypothesis that `k` is not in `Finset.range 2`. Simplification turns `hk` into `1 < k`, while the goal is still `2 ≤ k`. For natural numbers `1 < k` is by definition `2 ≤ k`, but seeing this means unfolding `<`. When `simpa` compares the simplified hypothesis with the goal, it unfolds only definitions marked as reducible, so it does not identify the two and reports a type mismatch.

The repair changes only this line and proves the bound without simplification. If `k < 2` held, `Finset.mem_range.mpr` would put `k` in `Finset.range 2`, which `hk` rules out. So `k < 2` is false, and `not_lt.mp` turns that into `2 ≤ k`, exactly the form required.
